# Thin shell wells with radial moment arbitrarily close to 1 and a falling reduced s-wave at zero energy

For every radius \(a>0\) and every \(e>0\) there is an attractive shell well, starting at \(a\) and thinner than \(ae\), whose radial moment \(\int_0^\infty r|V|\,dr\) is below \(1+e\) and whose reduced zero-energy s-wave (the radius times the radial wave function, taken with positive slope at the origin) has negative slope at the outer edge. Here \(V\) is the potential energy multiplied by \(2m/\hbar^2\). Bargmann's condition says that a moment below 1 excludes an s-wave bound state. The shells show that no larger constant would do, once a falling wave is linked to a bound state as described below.

For a single particle in a spherical model potential, this means that a moment slightly above 1 does not by itself guarantee the absence of an s-wave bound state.

## Matching the wave across the shell

Let \(u(r)=rR(r)\) be the reduced s-wave, where \(R\) is the radial wave function. With the factor \(2m/\hbar^2\) absorbed into \(V\), the zero-energy equation is \(u''=Vu\), and the moment is dimensionless. Take \(V=-Q^2\) for \(a<r\le b\) and \(V=0\) elsewhere. Here \(Q\) is the zero-energy wave number inside the well, not a momentum transfer.

Inside the shell's cavity \(u=r\), which fixes the normalisation as unit slope at the origin. At \(r=a\) the value is \(a\) and the slope is 1, so for \(a\le r\le b\)

\[
u(r)=a\cos Q(r-a)+\frac{\sin Q(r-a)}{Q},\qquad
u'(r)=\cos Q(r-a)-Qa\sin Q(r-a).
\]

Beyond \(b\) the wave is a straight line with the edge slope \(s=u'(b)\). The moment is

\[
M=\int_a^b rQ^2\,dr=\frac{Q^2(b^2-a^2)}{2}.
\]

If \(s<0\), the line eventually drops below zero. Since \(u(a)=a>0\), continuity gives a node at some \(r>a\).

A node implies a bound state by a variational argument. Keep \(u\) up to its first node and set it to zero beyond. This trial function has energy zero, but its kink prevents it from being an eigenfunction, so the ground-state energy lies below zero. That step from node to bound state is physics added to the theorems, which end at the node.

## Choosing depth and thickness

Write \(x=Q(b-a)\) for the phase gathered across the shell. Then \(M=Qa\,x+x^2/2\). Suppose first that \(M\le1\). From \(\cos x\ge1-x^2/2\) and \(\sin x<x\) for \(x>0\),

\[
s=\cos x-Qa\sin x>1-\frac{x^2}{2}-Qa\,x=1-M\ge0.
\]

So no shell with moment at most 1 has a falling wave at its edge.

For the other direction, choose \(0<x<1\) with \(x<e\), and set

\[
Q=\frac1{ax},\qquad b=a+ax^2.
\]

Then \(Q(b-a)=x\) and \(Qa=1/x\), which give

\[
M=1+\frac{x^2}{2},\qquad s=\cos x-\frac{\sin x}{x}.
\]

Since \(x^2<x<e\), the thickness \(ax^2\) is below \(ae\) and the moment is below \(1+e\). Since \(x<\tan x\) on \((0,\pi/2)\), we have \(x\cos x<\sin x\), and hence \(s<0\).

## The delta shell and the solid well

As \(x\to0\), the depth grows while \(Q^2(b-a)=1/a\) stays fixed. The limit is an attractive delta shell of strength \(1/a\) at radius \(a\). It has moment 1 and lowers the slope from 1 to exactly 0. For small \(x\) the slope is \(s\approx-x^2/3\), so the finite shells approach this marginal case from the falling side.

The condition \(a>0\) cannot be relaxed to \(a\ge0\), even if the bound on the thickness is removed. At \(a=0\) the well is a solid sphere with \(s=\cos Qb\) and \(M=(Qb)^2/2\). A negative slope then requires \(Qb>\pi/2\), so \(M>\pi^2/8>1.23\), and \(e=0.2\) is out of reach.

## Potential, moment and wave as Lean functions

The potential is a real function of the radius, with the sign and units used above.

```lean
import Mathlib

open Real

namespace BargmannSharpness

noncomputable section

/-- The attractive shell well: potential `-Q²` for `a < r ≤ b` and zero elsewhere,
in units where the zero-energy radial equation reads `u'' = V u`. -/
def shellWell (Q a b r : ℝ) : ℝ := if a < r ∧ r ≤ b then -Q ^ 2 else 0
```

The moment is an integral over \(r>0\). Lean gives the value 0 to an integral whose integrand is not integrable, so the definition is the physical moment only when \(r|V|\) is integrable, as it is for every shell well.

```lean
/-- The radial moment `∫ r |V(r)| dr` over `r > 0`. -/
def radialMoment (V : ℝ → ℝ) : ℝ := ∫ r in Set.Ioi (0 : ℝ), r * |V r|
```

The next two definitions are the trigonometric formulas for \(u\) and \(u'\) within the shell. Because of the division by `Q`, they describe the physical wave only for \(Q\ne0\), and the theorems about the wave assume this.

```lean
/-- The wave within the shell, for `Q ≠ 0`, with value `a` and slope `1` at `r = a`. -/
def shellWave (Q a r : ℝ) : ℝ := a * cos (Q * (r - a)) + sin (Q * (r - a)) / Q

/-- The slope of the wave within the shell, for `Q ≠ 0`. -/
def shellSlope (Q a r : ℝ) : ℝ := cos (Q * (r - a)) - Q * a * sin (Q * (r - a))
```

The full wave joins the three regions into one function. It is defined on all real numbers, but only \(r\ge0\) has physical meaning.

```lean
/-- The zero-energy s-wave for `Q ≠ 0` and `0 ≤ a < b`: `r` up to `a`, trigonometric up to `b`, and
a straight line outside. -/
def wave (Q a b r : ℝ) : ℝ :=
  if r ≤ a then r else if r ≤ b then shellWave Q a r
    else shellWave Q a b + shellSlope Q a b * (r - b)
```

The function `slope` is a proposed derivative, written region by region. That it really is the derivative of `wave` has to be proved.

```lean
/-- The slope of the zero-energy s-wave in the three regions, for `Q ≠ 0` and `0 ≤ a < b`. -/
def slope (Q a b r : ℝ) : ℝ :=
  if r ≤ a then 1 else if r ≤ b then shellSlope Q a r else shellSlope Q a b
```

## Smooth joining and the radial equation

The matching rule of elementary quantum mechanics becomes a lemma about two differentiable functions that agree in value and slope at a point `c`. Away from `c`, the joined function coincides locally with one of the two. At `c`, the derivatives from the left and from the right are equal, and `hL.union hR` combines them into an ordinary derivative.

```lean
/-- Matching: two differentiable functions that agree in value and slope at `c`
join there to a differentiable function. -/
theorem hasDerivAt_match {f g f' g' : ℝ → ℝ} {c : ℝ}
    (hf : ∀ r, HasDerivAt f (f' r) r) (hg : ∀ r, HasDerivAt g (g' r) r)
    (h0 : f c = g c) (h1 : f' c = g' c) (r : ℝ) :
    HasDerivAt (fun r => if r ≤ c then f r else g r) (if r ≤ c then f' r else g' r) r := by
  rcases lt_trichotomy r c with h | h | h
  · rw [if_pos h.le]
    refine (hf r).congr_of_eventuallyEq ?_
    filter_upwards [Iio_mem_nhds h] with x hx
    exact if_pos (le_of_lt hx)
  · rw [h, if_pos (le_refl c)]
    -- at the matching point the two one-sided derivatives agree
    have hL : HasDerivWithinAt (fun r => if r ≤ c then f r else g r) (f' c) (Set.Iic c) c :=
      (hf c).hasDerivWithinAt.congr (fun x hx => if_pos hx) (if_pos (le_refl c))
    have hR : HasDerivWithinAt (fun r => if r ≤ c then f r else g r) (f' c) (Set.Ici c) c := by
      rw [h1]
      refine (hg c).hasDerivWithinAt.congr (fun x hx => ?_) ((if_pos (le_refl c)).trans h0)
      rcases eq_or_lt_of_le (Set.mem_Ici.mp hx) with hc | hc
      · rw [← hc]
        exact (if_pos (le_refl c)).trans h0
      · exact if_neg (not_le.mpr hc)
    have hU := hL.union hR
    rw [Set.Iic_union_Ici] at hU
    exact hasDerivWithinAt_univ.mp hU
  · rw [if_neg (not_le.mpr h)]
    refine (hg r).congr_of_eventuallyEq ?_
    filter_upwards [Ioi_mem_nhds h] with x hx
    exact if_neg (not_le.mpr hx)
```

Differentiating the shell formulas gives the stated slope, and differentiating once more gives \(-Q^2u\).

```lean
/-- Within the shell, for `Q ≠ 0`, the wave has the stated slope, and the slope changes at
the rate `-Q²` times the wave. -/
theorem shell_equation {Q : ℝ} (hQ : Q ≠ 0) (a r : ℝ) :
    HasDerivAt (shellWave Q a) (shellSlope Q a r) r ∧
      HasDerivAt (shellSlope Q a) (-Q ^ 2 * shellWave Q a r) r := by
  have hl : HasDerivAt (fun r => Q * (r - a)) Q r := by
    simpa using ((hasDerivAt_id' r).sub_const a).const_mul Q
  constructor
  · refine ((hl.cos.const_mul a).fun_add (hl.sin.div_const Q)).congr_deriv ?_
    unfold shellSlope
    rw [mul_div_cancel_right₀ _ hQ]
    ring
  · refine (hl.cos.fun_sub (hl.sin.const_mul (Q * a))).congr_deriv ?_
    have h : Q ^ 2 * (sin (Q * (r - a)) / Q) = Q * sin (Q * (r - a)) := by
      field_simp
    unfold shellWave
    linear_combination h
```

The lemma is now applied twice, first at `b` to join the shell wave to the line, then at `a` to join \(u=r\) to the result. The wave is therefore differentiable at both edges as well.

```lean
/-- For `Q ≠ 0` and `a < b` the zero-energy wave is differentiable at every radius, the shell
edges included, with the stated slope. -/
theorem wave_hasDerivAt {Q a b : ℝ} (hQ : Q ≠ 0) (hab : a < b) (r : ℝ) :
    HasDerivAt (wave Q a b) (slope Q a b r) r := by
  have hline : ∀ r, HasDerivAt (fun r => shellWave Q a b + shellSlope Q a b * (r - b))
      ((fun _ => shellSlope Q a b) r) r := fun r => by
    simpa using (((hasDerivAt_id' r).sub_const b).const_mul (shellSlope Q a b)).const_add
      (shellWave Q a b)
  have houter := hasDerivAt_match (c := b) (fun r => (shell_equation hQ a r).1) hline
    (by simp) rfl
  have h := hasDerivAt_match (c := a) (f := fun r => r) (f' := fun _ => 1)
    (fun r => hasDerivAt_id' r) houter
    (by simp [hab.le, shellWave]) (by simp [hab.le, shellSlope])
  exact h r
```

Together with the previous theorem, the next one says that \(u''=Vu\) holds away from the edges. The edges are excluded because \(V\) jumps there. The proof treats the three regions in turn.

```lean
/-- For `Q ≠ 0` and `a < b` the wave obeys the zero-energy radial equation `u'' = V u`
at every radius other than the two edges of the shell. -/
theorem radial_equation {Q a b r : ℝ} (hQ : Q ≠ 0) (hab : a < b) (hra : r ≠ a) (hrb : r ≠ b) :
    HasDerivAt (slope Q a b) (shellWell Q a b r * wave Q a b r) r := by
  rcases lt_or_gt_of_ne hra with h | h
  · have hV : shellWell Q a b r = 0 := if_neg (fun h' => absurd h'.1 (not_lt.mpr h.le))
    rw [hV, zero_mul]
    refine (hasDerivAt_const r (1 : ℝ)).congr_of_eventuallyEq ?_
    filter_upwards [Iio_mem_nhds h] with x hx
    exact if_pos (le_of_lt hx)
  rcases lt_or_gt_of_ne hrb with h2 | h2
  · have hV : shellWell Q a b r = -Q ^ 2 := if_pos ⟨h, h2.le⟩
    have hu : wave Q a b r = shellWave Q a r := by
      unfold wave
      rw [if_neg (not_le.mpr h), if_pos h2.le]
    rw [hV, hu]
    refine (shell_equation hQ a r).2.congr_of_eventuallyEq ?_
    filter_upwards [Ioo_mem_nhds h h2] with x hx
    unfold slope
    rw [if_neg (not_le.mpr hx.1), if_pos hx.2.le]
  · have hV : shellWell Q a b r = 0 := if_neg (fun h' => absurd h'.2 (not_le.mpr h2))
    rw [hV, zero_mul]
    refine (hasDerivAt_const r (shellSlope Q a b)).congr_of_eventuallyEq ?_
    filter_upwards [Ioi_mem_nhds h2] with x hx
    have hx' : b < x := hx
    unfold slope
    rw [if_neg (not_le.mpr (hab.trans hx')), if_neg (not_le.mpr hx')]
```

## Moment, edge slope and node

To evaluate the moment, the integrand is rewritten as \(rQ^2\) restricted to the interval \((a,b]\), which leaves an elementary integral.

```lean
/-- The radial moment of a shell well with `0 ≤ a ≤ b` is `Q² (b² - a²) / 2`. -/
theorem radialMoment_shellWell (Q : ℝ) {a b : ℝ} (ha : 0 ≤ a) (hab : a ≤ b) :
    radialMoment (shellWell Q a b) = Q ^ 2 * (b ^ 2 - a ^ 2) / 2 := by
  have hf : (fun r => r * |shellWell Q a b r|) =
      (Set.Ioc a b).indicator (fun r => r * Q ^ 2) := by
    funext r
    unfold shellWell
    by_cases h : a < r ∧ r ≤ b
    · rw [if_pos h, abs_neg, abs_of_nonneg (sq_nonneg Q),
        Set.indicator_of_mem (show r ∈ Set.Ioc a b from h)]
    · rw [if_neg h, abs_zero, mul_zero,
        Set.indicator_of_notMem (show r ∉ Set.Ioc a b from h)]
  have hs : Set.Ioc a b ⊆ Set.Ioi (0 : ℝ) := fun r hr => lt_of_le_of_lt ha hr.1
  unfold radialMoment
  rw [hf, MeasureTheory.setIntegral_indicator measurableSet_Ioc, Set.inter_eq_right.mpr hs,
    ← intervalIntegral.integral_of_le hab, intervalIntegral.integral_mul_const, integral_id]
  ring
```

The edge slope is stated through `deriv`, the actual derivative of the joined wave, and equals the expression found by matching.

```lean
/-- For `Q ≠ 0` and `a < b` the slope of the zero-energy wave at the outer edge is
`cos (Q(b-a)) - Q a sin (Q(b-a))`. -/
theorem edge_slope {Q a b : ℝ} (hQ : Q ≠ 0) (hab : a < b) :
    deriv (wave Q a b) b = cos (Q * (b - a)) - Q * a * sin (Q * (b - a)) := by
  rw [(wave_hasDerivAt hQ hab b).deriv]
  unfold slope
  rw [if_neg (not_le.mpr hab), if_pos (le_refl b)]
  rfl
```

For the node, the proof needs a radius at which the line is certainly below zero. With \(t=(|u(b)|+1)/s<0\), the wave at \(b-t\) equals \(u(b)-|u(b)|-1\), which is negative. The intermediate value theorem on \([a,b-t]\) gives a zero, and it is not at \(a\) because \(u(a)=a>0\).

```lean
/-- For `Q ≠ 0` and `0 < a < b`, a negative slope at the outer edge forces the zero-energy
wave to have a node at some radius beyond `a`. -/
theorem node_of_negative_slope {Q a b : ℝ} (hQ : Q ≠ 0) (ha : 0 < a) (hab : a < b)
    (hs : deriv (wave Q a b) b < 0) : ∃ r, a < r ∧ wave Q a b r = 0 := by
  rw [edge_slope hQ hab] at hs
  change shellSlope Q a b < 0 at hs
  -- far enough out, the descending straight line is below zero
  obtain ⟨t, ht⟩ : ∃ t, t = (|shellWave Q a b| + 1) / shellSlope Q a b := ⟨_, rfl⟩
  have ht0 : t < 0 := by
    rw [ht]
    exact div_neg_of_pos_of_neg (by positivity) hs
  have hst : shellSlope Q a b * t = |shellWave Q a b| + 1 := by
    rw [ht]
    exact mul_div_cancel₀ _ hs.ne
  have hfar : wave Q a b (b - t) ≤ 0 := by
    unfold wave
    rw [if_neg (by linarith), if_neg (by linarith)]
    nlinarith [le_abs_self (shellWave Q a b)]
  have hua : wave Q a b a = a := if_pos (le_refl a)
  have hc : Continuous (wave Q a b) :=
    continuous_iff_continuousAt.mpr fun r => (wave_hasDerivAt hQ hab r).continuousAt
  obtain ⟨r, hr, hr0⟩ := intermediate_value_Icc' (show a ≤ b - t by linarith) hc.continuousOn
    (show (0 : ℝ) ∈ Set.Icc (wave Q a b (b - t)) (wave Q a b a) from ⟨hfar, by linarith⟩)
  refine ⟨r, lt_of_le_of_ne hr.1 ?_, hr0⟩
  intro h
  rw [← h, hua] at hr0
  exact ha.ne' hr0
```

## Both sides of the constant 1

The first theorem concerns shells with moment at most 1. A positive edge slope alone does not exclude a bound state, because in a deep well the wave can cross zero and rise again within the shell. Here this cannot happen. Cutting the shell off at a smaller outer radius only lowers the moment, so the theorem also gives a positive slope at every radius within the shell, and the wave has no node at \(r>0\). In this sense the theorem is the counterpart of Bargmann's condition for this family of wells. It makes no statement about a general potential. In the proof, `h1` is the cosine bound, `h2` is the sine bound multiplied by \(Qa\), and `h3` is the splitting \(M=Qa\,x+x^2/2\). The final `linarith` adds them up.

```lean
/-- A shell well with `Q > 0`, `0 < a < b` and radial moment at most `1` leaves the
zero-energy wave with positive slope at the outer edge. -/
theorem positive_slope_of_moment_le_one {Q a b : ℝ} (hQ : 0 < Q) (ha : 0 < a) (hab : a < b)
    (hm : radialMoment (shellWell Q a b) ≤ 1) : 0 < deriv (wave Q a b) b := by
  rw [radialMoment_shellWell Q ha.le hab.le] at hm
  rw [edge_slope hQ.ne' hab]
  have hx : 0 < Q * (b - a) := mul_pos hQ (sub_pos.mpr hab)
  have h1 : 1 - (Q * (b - a)) ^ 2 / 2 ≤ cos (Q * (b - a)) := Real.one_sub_sq_div_two_le_cos
  have h2 := mul_lt_mul_of_pos_left (Real.sin_lt hx) (mul_pos hQ ha)
  have h3 : Q ^ 2 * (b ^ 2 - a ^ 2) / 2 =
      Q * a * (Q * (b - a)) + (Q * (b - a)) ^ 2 / 2 := by ring
  linarith
```

The last theorem supplies the wells behind the sharpness claim. Given `a` and `e`, it provides an outer radius `b` and a wave number `Q` with all the required properties. The proof takes \(x=\min(1,e)/2\) and the values of \(Q\) and \(b\) chosen above. The steps `hm`, `hp` and `hq` compute \(M=1+x^2/2\), \(Q(b-a)=x\) and \(Qa=1/x\), and `Real.lt_tan` supplies \(x<\tan x\). The theorem ends at the negative slope. A node of the wave follows separately, by applying `node_of_negative_slope` to the resulting shell.

```lean
/-- For every inner radius `a > 0` and every `e > 0` there is a shell well of thickness below `a e`
and radial moment below `1 + e` whose zero-energy wave has negative slope at the outer edge. -/
theorem bargmann_constant_sharp {a e : ℝ} (ha : 0 < a) (he : 0 < e) :
    ∃ b Q : ℝ, a < b ∧ b - a < a * e ∧ 0 < Q ∧
      radialMoment (shellWell Q a b) < 1 + e ∧ deriv (wave Q a b) b < 0 := by
  -- `x` is the phase gathered across the shell
  obtain ⟨x, hx, hx1, hxe⟩ : ∃ x : ℝ, 0 < x ∧ x < 1 ∧ x < e :=
    ⟨min 1 e / 2, by positivity, by linarith [min_le_left 1 e], by linarith [min_le_right 1 e]⟩
  have hx2 : x ^ 2 < e := by nlinarith
  have hQ : 0 < 1 / (a * x) := by positivity
  have hab : a < a + a * x ^ 2 := by
    have : 0 < a * x ^ 2 := by positivity
    linarith
  refine ⟨a + a * x ^ 2, 1 / (a * x), hab, ?_, hQ, ?_, ?_⟩
  · have := mul_lt_mul_of_pos_left hx2 ha
    linarith
  · rw [radialMoment_shellWell _ ha.le hab.le]
    have hm : (1 / (a * x)) ^ 2 * ((a + a * x ^ 2) ^ 2 - a ^ 2) / 2 = 1 + x ^ 2 / 2 := by
      field_simp
      ring
    rw [hm]
    nlinarith
  · rw [edge_slope hQ.ne' hab]
    have hp : 1 / (a * x) * (a + a * x ^ 2 - a) = x := by
      rw [add_sub_cancel_left]
      field_simp
    have hq : 1 / (a * x) * a = 1 / x := by
      field_simp
    rw [hp, hq]
    -- the slope is negative because `x < tan x`
    have hpi : x < π / 2 := by linarith [Real.pi_gt_three]
    have hcos : 0 < cos x := Real.cos_pos_of_mem_Ioo ⟨by linarith, hpi⟩
    have ht := Real.lt_tan hx hpi
    rw [Real.tan_eq_sin_div_cos, lt_div_iff₀ hcos] at ht
    have hfin : cos x < sin x / x := by
      rw [lt_div_iff₀ hx]
      linarith
    have hdiv : 1 / x * sin x = sin x / x := by ring
    linarith

end

end BargmannSharpness
```

```lean
#print axioms BargmannSharpness.radialMoment_shellWell
#print axioms BargmannSharpness.node_of_negative_slope
#print axioms BargmannSharpness.positive_slope_of_moment_le_one
#print axioms BargmannSharpness.bargmann_constant_sharp
```

```
'BargmannSharpness.radialMoment_shellWell' depends on axioms: [propext, Classical.choice, Quot.sound]
'BargmannSharpness.node_of_negative_slope' depends on axioms: [propext, Classical.choice, Quot.sound]
'BargmannSharpness.positive_slope_of_moment_le_one' depends on axioms: [propext, Classical.choice, Quot.sound]
'BargmannSharpness.bargmann_constant_sharp' depends on axioms: [propext, Classical.choice, Quot.sound]
```
